# Free-energy error from omitted boson exchange in a finite model without a sign problem

A path-integral simulation of bosons that omits particle exchange but keeps the factor \(1/N!\) does not, in general, compute the bosonic partition function. The bounds derived here fix the direction of the resulting free-energy error and limit its size. For a finite configuration set and a real symmetric, exchange-invariant Hamiltonian with nonpositive off-diagonal elements, the free energy comes out too high by at least zero and at most \(\log(N!)/\beta\).

## Permutation sectors and their bounds

Let \(S_N\) act on a finite set \(C\) of configurations, and let \(\beta>0\) be the inverse temperature. The Hamiltonian satisfies \(H_{xy}=H_{yx}\), \(H_{gx,gy}=H_{xy}\) for every permutation \(g\), and \(H_{xy}\le 0\) for \(x\ne y\). The last condition says that hopping gives every imaginary-time path a nonnegative weight. Write \(K=e^{-\beta H}\). The partition function of distinguishable particles is \(Z_D=\mathrm{Tr}\,K\), so a simulation that omits exchange but keeps the factor \(1/N!\) computes \(Z_D/N!\). The bosonic partition function \(Z_B\) is the trace of \(K\) over wavefunctions with \(\psi(gx)=\psi(x)\) for every \(g\).

**Sectors.** Relabelling the summed configurations shows that every power of \(H\) is exchange-invariant, and hence so is \(K\). Therefore
\[
(K\psi)(gx)=\sum_z K_{gx,gz}\,\psi(gz)=(K\psi)(x)
\]
for symmetric \(\psi\), so \(K\) preserves the symmetric subspace. The symmetrizer \((P\psi)(x)=\frac1{N!}\sum_g\psi(gx)\) projects onto that subspace. The product \(KP\) acts as \(K\) there and vanishes on the kernel of \(P\), which gives
\[
Z_B=\mathrm{Tr}(KP)=\frac1{N!}\sum_g W_g,\qquad W_g=\sum_x K_{gx,x}.
\]

**Lower bound.** With \(c=\sum_z|\beta H_{zz}|\), the matrix \(A=-\beta H+c\mathbf 1\) has nonnegative elements. So do its powers and \(e^A\), whose diagonal elements are at least 1. Since \(K=e^{-c}e^A\), every \(W_g\ge0\). Keeping only \(W_1=Z_D\) gives \(Z_B\ge Z_D/N!\).

**Upper bound.** Let \(F=e^{-\beta H/2}\), which is symmetric, so \(K_{xy}=\sum_z F_{xz}F_{yz}\). From \(2ab\le a^2+b^2\),
\[
2K_{xy}\le K_{xx}+K_{yy}.
\]
Replace \(x\) by \(gx\), set \(y=x\), and sum over \(x\). Both diagonal sums equal \(Z_D\), so \(W_g\le Z_D\). Averaging over the \(N!\) permutations gives \(Z_B\le Z_D\).

**Free energy.** For nonempty \(C\) these partition functions are positive. With \(\Phi(Z)=-\log Z/\beta\),
\[
\Phi(Z_D/N!)-\Phi(Z_B)=\frac{\log Z_B-\log Z_D+\log N!}{\beta}\in\left[0,\frac{\log N!}{\beta}\right].
\]

For \(N=1\) the interval shrinks to zero. A small example with exchange has \(N=2\), two configurations that the swap interchanges, and all \(H_{xy}=-1\). The symmetric state has energy \(-2\) and the antisymmetric one energy 0, so \(Z_B=e^{2\beta}\) and \(Z_D=e^{2\beta}+1\). The error is \([\log2-\log(1+e^{-2\beta})]/\beta\), which lies strictly inside the interval.

## The model in Lean

```lean
import Mathlib

noncomputable section

namespace BosonicPermutationBounds
```

Particles are labelled by `Fin N`, and `C` may carry any action of their permutations. Exchange invariance moves both matrix indices together.

```lean
/-- The Hamiltonian matrix is unchanged when the same particle permutation acts on both
configurations. -/
def ExchangeInvariant (N : ℕ) {C : Type*} [MulAction (Equiv.Perm (Fin N)) C]
    (H : Matrix C C ℝ) : Prop :=
  ∀ (g : Equiv.Perm (Fin N)) (x y : C), H (g • x) (g • y) = H x y
```

Bosonic wavefunctions form a real subspace. Because \(H\) is real, the trace is the same as over complex wavefunctions.

```lean
/-- The bosonic space: real wavefunctions unchanged by every particle permutation. -/
def symmetricSubspace (N : ℕ) (C : Type*) [MulAction (Equiv.Perm (Fin N)) C] :
    Submodule ℝ (C → ℝ) where
  carrier := {ψ | ∀ (g : Equiv.Perm (Fin N)) (x : C), ψ (g • x) = ψ x}
  add_mem' := fun ha hb g x => by simp only [Pi.add_apply, ha g x, hb g x]
  zero_mem' := fun _ _ => rfl
  smul_mem' := fun c _ ha g x => by simp only [Pi.smul_apply, ha g x]
```

The propagator is the exact matrix exponential, with no time-step error. Continuum configuration spaces lie beyond this finite model.

```lean
variable {C : Type*} [Fintype C] [DecidableEq C]

/-- The imaginary-time propagator `exp(-βH)`. -/
def boltzmann (β : ℝ) (H : Matrix C C ℝ) : Matrix C C ℝ :=
  NormedSpace.exp ((-β) • H)

/-- The partition function of distinguishable particles, `Tr exp(-βH)`. -/
def distinguishableZ (β : ℝ) (H : Matrix C C ℝ) : ℝ := (boltzmann β H).trace
```

The free energy uses the natural logarithm, and \(1/\beta\) carries the unit of energy.

```lean
/-- The free energy `-log Z / β`, for `β ≠ 0` and `Z > 0`. -/
def freeEnergy (β Z : ℝ) : ℝ := -Real.log Z / β
```

## Positivity and exchange symmetry of the propagator

The exponential series converges element by element, so nonnegativity and exchange invariance pass from the powers of a matrix to its exponential.

```lean
/-- Each matrix element of an exponential is the sum of the matrix elements of its power
series. -/
theorem hasSum_exp_entry (A : Matrix C C ℝ) (x y : C) :
    HasSum (fun n : ℕ => ((n.factorial : ℝ)⁻¹ • A ^ n) x y) (NormedSpace.exp A x y) := by
  let _ : NormedRing (Matrix C C ℝ) := Matrix.linftyOpNormedRing
  let _ : NormedAlgebra ℝ (Matrix C C ℝ) := Matrix.linftyOpNormedAlgebra
  have : CompleteSpace (Matrix C C ℝ) := FiniteDimensional.complete ℝ _
  have h := NormedSpace.exp_series_hasSum_exp' (𝕂 := ℝ) A
  exact h.map (Matrix.entryAddMonoidHom ℝ x y) (continuous_id.matrix_elem x y)
```

The next proof is the diagonal shift: `hpow` treats the powers by induction, `hone` bounds the diagonal by the zeroth term of the series, and `hE` undoes the shift.

```lean
/-- If the off-diagonal elements of `H` are nonpositive and `β ≥ 0`, all elements of the
propagator are nonnegative and its diagonal elements are positive. -/
theorem boltzmann_nonneg {H : Matrix C C ℝ} (hoff : ∀ x y, x ≠ y → H x y ≤ 0)
    {β : ℝ} (hβ : 0 ≤ β) (x y : C) :
    0 ≤ boltzmann β H x y ∧ 0 < boltzmann β H x x := by
  -- a constant energy shift makes every element of the exponent nonnegative
  let c : ℝ := ∑ z, |β * H z z|
  let A : Matrix C C ℝ := (-β) • H + c • (1 : Matrix C C ℝ)
  have hA : ∀ a b, 0 ≤ A a b := by
    intro a b
    change 0 ≤ -β * H a b + c * (1 : Matrix C C ℝ) a b
    by_cases hab : a = b
    · subst hab
      have h1 : |β * H a a| ≤ c :=
        Finset.single_le_sum (f := fun z => |β * H z z|)
          (fun z _ => abs_nonneg _) (Finset.mem_univ a)
      have h2 := le_abs_self (β * H a a)
      rw [Matrix.one_apply_eq]
      linarith
    · rw [Matrix.one_apply_ne hab]
      have := mul_nonneg hβ (neg_nonneg.mpr (hoff a b hab))
      linarith
  have hpow : ∀ (n : ℕ) a b, 0 ≤ (A ^ n) a b := by
    intro n
    induction n with
    | zero =>
      intro a b
      rw [pow_zero, Matrix.one_apply]
      split_ifs <;> norm_num
    | succ n ih =>
      intro a b
      rw [pow_succ, Matrix.mul_apply]
      exact Finset.sum_nonneg fun z _ => mul_nonneg (ih a z) (hA z b)
  have hterm : ∀ (n : ℕ) a b, 0 ≤ ((n.factorial : ℝ)⁻¹ • A ^ n) a b := fun n a b =>
    mul_nonneg (by positivity) (hpow n a b)
  have hone : 1 ≤ NormedSpace.exp A x x := by
    have h := le_hasSum (hasSum_exp_entry A x x) 0 (fun n _ => hterm n x x)
    simpa using h
  have hscalar : NormedSpace.exp ((-c) • (1 : Matrix C C ℝ)) = Real.exp (-c) • 1 := by
    ext a b
    refine (hasSum_exp_entry _ a b).unique ?_
    have h := (NormedSpace.exp_series_hasSum_exp' (𝕂 := ℝ) (-c)).mul_right
      ((1 : Matrix C C ℝ) a b)
    rw [← Real.exp_eq_exp_ℝ] at h
    simpa only [smul_pow, one_pow, Matrix.smul_apply, smul_eq_mul, mul_assoc] using h
  -- undoing the shift multiplies the propagator by a positive number
  have hE : boltzmann β H = Real.exp (-c) • NormedSpace.exp A := by
    have hsplit : (-β) • H = A + (-c) • (1 : Matrix C C ℝ) := by
      simp only [A]
      module
    rw [boltzmann, hsplit, Matrix.exp_add_of_commute _ _
      ((Commute.one_right A).smul_right (-c)), hscalar, Matrix.mul_smul, mul_one]
  rw [hE]
  exact ⟨mul_nonneg (Real.exp_pos _).le
      ((hasSum_exp_entry A x y).nonneg fun n => hterm n x y),
    mul_pos (Real.exp_pos _) (by linarith)⟩
```

Induction on powers, with the sum reindexed by `Equiv.sum_comp`, gives the exchange invariance of \(K\).

```lean
variable {N : ℕ} [MulAction (Equiv.Perm (Fin N)) C]

/-- The propagator of an exchange-invariant Hamiltonian maps bosonic wavefunctions to bosonic
wavefunctions. -/
theorem boltzmann_preserves {H : Matrix C C ℝ} (hH : ExchangeInvariant N H) (β : ℝ) :
    ∀ ψ ∈ symmetricSubspace N C,
      Matrix.toLin' (boltzmann β H) ψ ∈ symmetricSubspace N C := by
  intro ψ hψ g x
  have hpow : ∀ (n : ℕ) a b, (((-β) • H) ^ n) (g • a) (g • b) = (((-β) • H) ^ n) a b := by
    intro n
    induction n with
    | zero => intro a b; simp [Matrix.one_apply]
    | succ n ih =>
      intro a b
      rw [pow_succ, Matrix.mul_apply, Matrix.mul_apply]
      refine (Equiv.sum_comp (MulAction.toPerm g) _).symm.trans
        (Finset.sum_congr rfl fun z _ => ?_)
      simp only [MulAction.toPerm_apply, ih, Matrix.smul_apply, hH g z b]
  have hE : ∀ a b, boltzmann β H (g • a) (g • b) = boltzmann β H a b := by
    intro a b
    refine (hasSum_exp_entry _ (g • a) (g • b)).unique ?_
    simpa only [boltzmann, Matrix.smul_apply _ (_ ^ _), hpow] using
      hasSum_exp_entry ((-β) • H) a b
  simp only [Matrix.toLin'_apply, Matrix.mulVec, dotProduct]
  refine (Equiv.sum_comp (MulAction.toPerm g) _).symm.trans
    (Finset.sum_congr rfl fun z _ => ?_)
  simp only [MulAction.toPerm_apply, hE, hψ g z]
```

This preservation result is what allows \(Z_B\) to be defined as the trace of a restricted operator.

```lean
/-- The bosonic partition function: the trace of `exp(-βH)` restricted to the symmetric
subspace, for an exchange-invariant `H`. -/
def bosonicZ (β : ℝ) {H : Matrix C C ℝ} (hH : ExchangeInvariant N H) : ℝ :=
  LinearMap.trace ℝ (symmetricSubspace N C)
    ((Matrix.toLin' (boltzmann β H)).restrict (boltzmann_preserves hH β))
```

## The sum over sectors

`sectorWeight` is \(W_g\), the weight of paths that end in the permuted starting configuration.

```lean
/-- The total weight of imaginary-time paths that close up to the permutation `g`. -/
def sectorWeight (β : ℝ) (H : Matrix C C ℝ) (g : Equiv.Perm (Fin N)) : ℝ :=
  ∑ x, boltzmann β H (g • x) x
```

Here `hmem` and `hfix` show that \(P\) maps into the symmetric subspace and fixes its elements. The restricted propagator is then `p ∘ₗ f`, and cyclicity of the trace turns it into \(\mathrm{Tr}(KP)\).

```lean
/-- For an exchange-invariant Hamiltonian the bosonic partition function is the sum of all
permutation sectors divided by `N!`. -/
theorem bosonicZ_eq_sum_sectors (β : ℝ) {H : Matrix C C ℝ} (hH : ExchangeInvariant N H) :
    bosonicZ β hH =
      (N.factorial : ℝ)⁻¹ * ∑ g : Equiv.Perm (Fin N), sectorWeight β H g := by
  -- the symmetrizer averages a wavefunction over all permutations
  let P : Matrix C C ℝ := Matrix.of fun x y =>
    (N.factorial : ℝ)⁻¹ * ∑ g : Equiv.Perm (Fin N), if g • x = y then (1 : ℝ) else 0
  have hP : ∀ ψ x, Matrix.toLin' P ψ x =
      (N.factorial : ℝ)⁻¹ * ∑ g : Equiv.Perm (Fin N), ψ (g • x) := by
    intro ψ x
    simp only [Matrix.toLin'_apply, Matrix.mulVec, dotProduct, P, Matrix.of_apply,
      mul_assoc, Finset.sum_mul, ← Finset.mul_sum]
    rw [Finset.sum_comm]
    simp
  have hmem : ∀ ψ, Matrix.toLin' P ψ ∈ symmetricSubspace N C := by
    intro ψ h x
    rw [hP, hP]
    congr 1
    simp only [← mul_smul]
    exact Equiv.sum_comp (Equiv.mulRight h) (fun g => ψ (g • x))
  have hfix : ∀ ψ ∈ symmetricSubspace N C, Matrix.toLin' P ψ = ψ := by
    intro ψ hψ
    funext x
    have hN : (N.factorial : ℝ) ≠ 0 := by positivity
    rw [hP, Finset.sum_congr rfl (fun g _ => hψ g x), Finset.sum_const, Finset.card_univ,
      Fintype.card_perm, Fintype.card_fin, nsmul_eq_mul, inv_mul_cancel_left₀ hN]
  let p := (Matrix.toLin' P).codRestrict (symmetricSubspace N C) hmem
  let f := Matrix.toLin' (boltzmann β H) ∘ₗ (symmetricSubspace N C).subtype
  have h1 : (Matrix.toLin' (boltzmann β H)).restrict (boltzmann_preserves hH β) = p ∘ₗ f :=
    LinearMap.ext fun ψ => Subtype.ext
      (hfix _ (boltzmann_preserves hH β ψ.1 ψ.2)).symm
  have h2 : f ∘ₗ p = Matrix.toLin' (boltzmann β H * P) := by
    rw [Matrix.toLin'_mul]
    rfl
  -- cyclicity moves the trace to the full configuration space
  rw [bosonicZ, h1, LinearMap.trace_comp_comm' f p, h2,
    LinearMap.trace_eq_matrix_trace ℝ (Pi.basisFun ℝ C), LinearMap.toMatrix_eq_toMatrix',
    LinearMap.toMatrix'_toLin']
  have key : ∀ y, ∑ x, boltzmann β H x y * P y x =
      (N.factorial : ℝ)⁻¹ * ∑ g : Equiv.Perm (Fin N), boltzmann β H (g • y) y := by
    intro y
    simp only [P, Matrix.of_apply, Finset.mul_sum]
    rw [Finset.sum_comm]
    simp [mul_comm]
  simp only [Matrix.trace, Matrix.diag_apply, Matrix.mul_apply, sectorWeight]
  refine Finset.sum_comm.trans ?_
  rw [Finset.sum_congr rfl (fun y _ => key y), ← Finset.mul_sum, Finset.sum_comm]
```

The half-step argument appears as `hE` for the factorization, `hpair` for the inequality and `hperm` for the reindexed diagonal sum. It needs symmetry of \(H\), but no sign condition.

```lean
/-- For a real symmetric Hamiltonian no permutation sector outweighs the partition function of
distinguishable particles. -/
theorem sectorWeight_le (β : ℝ) {H : Matrix C C ℝ} (hs : H.IsSymm)
    (g : Equiv.Perm (Fin N)) : sectorWeight β H g ≤ distinguishableZ β H := by
  -- split the propagator into two symmetric half-steps
  let F := boltzmann (β / 2) H
  have hF : F.transpose = F := by
    simp only [F, boltzmann]
    rw [← Matrix.exp_transpose, Matrix.transpose_smul, hs.eq]
  have hE : ∀ x y, boltzmann β H x y = ∑ z, F x z * F y z := by
    intro x y
    have hsplit : (-β) • H = (-(β / 2)) • H + (-(β / 2)) • H := by module
    have hmul : boltzmann β H = F * F.transpose := by
      rw [hF, boltzmann, hsplit, Matrix.exp_add_of_commute _ _ (Commute.refl _)]
      rfl
    rw [hmul, Matrix.mul_apply]
    rfl
  have hpair : ∀ x y, 2 * boltzmann β H x y ≤ boltzmann β H x x + boltzmann β H y y := by
    intro x y
    rw [hE, hE, hE, ← Finset.sum_add_distrib, Finset.mul_sum]
    exact Finset.sum_le_sum fun z _ => by nlinarith [sq_nonneg (F x z - F y z)]
  have hsum := Finset.sum_le_sum fun x (_ : x ∈ Finset.univ) => hpair (g • x) x
  rw [← Finset.mul_sum, Finset.sum_add_distrib] at hsum
  have hperm : ∑ x, boltzmann β H (g • x) (g • x) = ∑ x, boltzmann β H x x :=
    Equiv.sum_comp (MulAction.toPerm g) (fun x => boltzmann β H x x)
  rw [hperm] at hsum
  change ∑ x, boltzmann β H (g • x) x ≤ ∑ x, boltzmann β H x x
  linarith
```

## Bounds on the partition function and free energy

The two branches keep the identity sector and sum the sector bounds, respectively. This theorem also allows \(\beta=0\).

```lean
/-- For a real symmetric, exchange-invariant Hamiltonian with nonpositive off-diagonal elements
and `β ≥ 0`, the bosonic partition function lies between `Z_D / N!` and `Z_D`. -/
theorem bosonicZ_bounds {β : ℝ} (hβ : 0 ≤ β) {H : Matrix C C ℝ} (hs : H.IsSymm)
    (hH : ExchangeInvariant N H) (hoff : ∀ x y, x ≠ y → H x y ≤ 0) :
    distinguishableZ β H / N.factorial ≤ bosonicZ β hH ∧
      bosonicZ β hH ≤ distinguishableZ β H := by
  have hN : (0 : ℝ) < N.factorial := by positivity
  rw [bosonicZ_eq_sum_sectors]
  constructor
  · -- keep only the identity permutation
    have h1 : sectorWeight β H (1 : Equiv.Perm (Fin N)) = distinguishableZ β H := by
      simp [sectorWeight, distinguishableZ, Matrix.trace]
    rw [div_eq_inv_mul, ← h1]
    exact mul_le_mul_of_nonneg_left
      (Finset.single_le_sum (f := fun g : Equiv.Perm (Fin N) => sectorWeight β H g)
        (fun g _ => Finset.sum_nonneg fun x _ => (boltzmann_nonneg hoff hβ (g • x) x).1)
        (Finset.mem_univ 1)) (inv_nonneg.mpr hN.le)
  · rw [inv_mul_le_iff₀ hN]
    have h := Finset.sum_le_sum fun (g : Equiv.Perm (Fin N)) (_ : g ∈ Finset.univ) =>
      sectorWeight_le β hs g
    rwa [Finset.sum_const, Finset.card_univ, Fintype.card_perm, Fintype.card_fin,
      nsmul_eq_mul] at h
```

Taking logarithms requires positive partition functions, hence `[Nonempty C]`. Under its conditions on \(H\), the theorem limits the systematic free-energy error of leaving out exchange. It is not enough that the closed paths without exchange have nonnegative weights. If the off-diagonal elements in the two-configuration example are changed to \(+1\), these weights stay nonnegative, but \(Z_B=1\) is smaller than \(Z_D/2=(1+e^{2\beta})/2\), and the free energy comes out too low.

```lean
/-- Let `H` be real symmetric and exchange-invariant with nonpositive off-diagonal elements, on a
nonempty configuration set, and `β > 0`. Omitting permutations but keeping the factor `1/N!`
overestimates the bosonic free energy by at least zero and at most `log(N!)/β`. -/
theorem freeEnergy_error_bounds [Nonempty C] {β : ℝ} (hβ : 0 < β) {H : Matrix C C ℝ}
    (hs : H.IsSymm) (hH : ExchangeInvariant N H) (hoff : ∀ x y, x ≠ y → H x y ≤ 0) :
    0 ≤ freeEnergy β (distinguishableZ β H / N.factorial) - freeEnergy β (bosonicZ β hH) ∧
      freeEnergy β (distinguishableZ β H / N.factorial) - freeEnergy β (bosonicZ β hH) ≤
        Real.log N.factorial / β := by
  have hN : (0 : ℝ) < N.factorial := by positivity
  have hZ : 0 < distinguishableZ β H :=
    Finset.sum_pos (fun x _ => (boltzmann_nonneg hoff hβ.le x x).2) Finset.univ_nonempty
  obtain ⟨hlow, hup⟩ := bosonicZ_bounds hβ.le hs hH hoff
  have hq := div_pos hZ hN
  have l1 := Real.log_le_log hq hlow
  have l2 := Real.log_le_log (hq.trans_le hlow) hup
  have l3 := Real.log_div hZ.ne' hN.ne'
  have hdiff : freeEnergy β (distinguishableZ β H / N.factorial) -
      freeEnergy β (bosonicZ β hH) =
      (Real.log (bosonicZ β hH) - Real.log (distinguishableZ β H / N.factorial)) / β := by
    simp only [freeEnergy]
    ring
  rw [hdiff]
  exact ⟨div_nonneg (by linarith) hβ.le,
    div_le_div_of_nonneg_right (by linarith) hβ.le⟩
```

## Where the bounds are attained

If permutations change no configuration, as when all particles share a single site, every sector weighs \(Z_D\) and the upper bound on \(Z_B\) is attained.

```lean
/-- If every permutation leaves every configuration fixed, the bosonic partition function equals
that of distinguishable particles. -/
theorem bosonicZ_eq_of_trivial (β : ℝ) {H : Matrix C C ℝ} (hH : ExchangeInvariant N H)
    (hfix : ∀ (g : Equiv.Perm (Fin N)) (x : C), g • x = x) :
    bosonicZ β hH = distinguishableZ β H := by
  have hN : (N.factorial : ℝ) ≠ 0 := by positivity
  have hW : ∀ g : Equiv.Perm (Fin N), sectorWeight β H g = distinguishableZ β H := by
    intro g
    simp only [sectorWeight, hfix, distinguishableZ, Matrix.trace, Matrix.diag_apply]
  rw [bosonicZ_eq_sum_sectors, Finset.sum_congr rfl (fun g _ => hW g), Finset.sum_const,
    Finset.card_univ, Fintype.card_perm, Fintype.card_fin, nsmul_eq_mul,
    inv_mul_cancel_left₀ hN]
```

If \(H\) is diagonal and no configuration is fixed by a nontrivial permutation, as for immobile particles on distinct sites, only the identity sector survives. The factor \(1/N!\) then accounts for indistinguishability completely.

```lean
/-- If `H` is diagonal and exchange-invariant and only the identity permutation fixes any
configuration, the bosonic partition function is exactly `Z_D / N!`. -/
theorem bosonicZ_eq_of_free (β : ℝ) (d : C → ℝ)
    (hH : ExchangeInvariant N (Matrix.diagonal d))
    (hfree : ∀ (g : Equiv.Perm (Fin N)) (x : C), g • x = x → g = 1) :
    bosonicZ β hH = distinguishableZ β (Matrix.diagonal d) / N.factorial := by
  rw [bosonicZ_eq_sum_sectors, div_eq_inv_mul, Finset.sum_eq_single 1]
  · simp [sectorWeight, distinguishableZ, Matrix.trace]
  · -- a path without hopping cannot end in a permuted configuration
    intro g _ hg
    refine Finset.sum_eq_zero fun x _ => ?_
    rw [boltzmann, ← Matrix.diagonal_smul, Matrix.exp_diagonal]
    exact Matrix.diagonal_apply_ne _ fun h => hg (hfree g x h)
  · intro h
    exact absurd (Finset.mem_univ _) h
```

Finally, uniform hopping among \(N\) labels satisfies all three conditions on \(H\); its \(N=2\) case is the example computed above.

```lean
/-- The matrix on `N` labels with all elements equal to `-1` is symmetric, exchange-invariant and
has nonpositive off-diagonal elements. -/
theorem uniformHopping_witness (N : ℕ) :
    (Matrix.of fun _ _ : Fin N => (-1 : ℝ)).IsSymm ∧
      ExchangeInvariant N (Matrix.of fun _ _ : Fin N => (-1 : ℝ)) ∧
      ∀ x y : Fin N, x ≠ y → (Matrix.of fun _ _ : Fin N => (-1 : ℝ)) x y ≤ 0 := by
  refine ⟨rfl, fun _ _ _ => rfl, fun x y _ => ?_⟩
  rw [Matrix.of_apply]
  norm_num

end BosonicPermutationBounds
```

```lean
#print axioms BosonicPermutationBounds.freeEnergy_error_bounds
-- 'BosonicPermutationBounds.freeEnergy_error_bounds' depends on axioms: [propext, Classical.choice, Quot.sound]
#print axioms BosonicPermutationBounds.bosonicZ_eq_of_trivial
-- 'BosonicPermutationBounds.bosonicZ_eq_of_trivial' depends on axioms: [propext, Classical.choice, Quot.sound]
#print axioms BosonicPermutationBounds.bosonicZ_eq_of_free
-- 'BosonicPermutationBounds.bosonicZ_eq_of_free' depends on axioms: [propext, Classical.choice, Quot.sound]
```
